# For a biased adiabatic dimer with $t,g,k>0$, the lower surface has three stationary points exactly when $g^2/k>t$ and $|e|<((g^2/k)^{2/3}-t^{2/3})^{3/2}$

## Question

Let one electron occupy two sites with energies $\pm(gx+e)$ and hopping amplitude $t$, where $x$ is a classical distortion with stiffness $k$, $g$ is the coupling and $e$ is the bias. I take $t,g,k>0$ and $e$ real, and write $L=g^2/k$. The lower adiabatic surface is

$$V(x)=\tfrac12 kx^2-\sqrt{t^2+(gx+e)^2}.$$

I expect three stationary points precisely when $L>t$ and $|e|<(L^{2/3}-t^{2/3})^{3/2}$, so that the region of bistability ends in a cusp at $L=t$, $e=0$. Sketching the curves makes this believable, but I would like a rigorous argument, checked by machine, that also settles the boundary. How does it go?

## Answer

### From the slope of the surface to a cubic-root threshold

Put $u=gx+e$ and $s=\sqrt{t^2+u^2}$. Then $V'(x)=kx-gu/s$. Multiplying by $g/k$ and using $gx=u-e$ gives

$$\frac gk V'(x)=F(u)-e,\qquad F(u)=u-\frac{Lu}{s}.$$

Stationary points therefore correspond one to one with solutions of $F(u)=e$. The function $F$ is odd, and since $s'=u/s$,

$$F'(u)=1-L\,\frac{s-u^2/s}{s^2}=1-\frac{Lt^2}{s^3}.$$

**If $L\le t$**, then for $u\ne0$ we have $s>t$, so $s^3>t^3\ge Lt^2$ and $F'(u)>0$. Thus $F$ is strictly increasing and there is at most one solution.

**If $L>t$**, write $L=a^3$, $t=b^3$ and $w=\sqrt{a^2-b^2}$, with $a,b>0$. The slope vanishes when $s^3=a^3b^6$, that is $s=ab^2$, and then

$$u^2=a^2b^4-b^6=b^4w^2.$$

The folds lie at $u=\pm c$ with $c=b^2w$, and

$$F(c)=b^2w-\frac{a^3b^2w}{ab^2}=(b^2-a^2)w=-w^3,\qquad F(-c)=w^3.$$

So $F$ rises up to $-c$, falls until $c$, and rises again. Since $F(u)\ge u-L$ for $u\ge0$, the right branch is unbounded above; by oddness the left one is unbounded below.

- For $|e|<w^3$, each of the three branches contains exactly one solution.
- For $e=w^3$, the solutions are $-c$ and one point on the right branch.
- For $e>w^3$, nothing at or below $c$ can solve the equation.

Negative $e$ follows by oddness. The threshold is $w^3=(L^{2/3}-t^{2/3})^{3/2}$.

### A case with whole numbers

In arbitrary consistent units take $g=25$, $k=5$, $t=64$. Then $L=125$, $a=5$, $b=4$, $w=3$, and the critical bias is $27$. At $e=27$ the fold is at $u=-48$, where $s=80$ and $F=-48+75=27$. This is $x=-3$, and indeed $V'(-3)=-15+25\cdot48/80=0$. The other stationary point has $u\approx140.8$. At $e=0$ there are three: $u=0$ and $u=\pm\sqrt{125^2-64^2}\approx\pm107.4$.

### The Lean file

```lean
import Mathlib

open Set

namespace BiasedAdiabaticDimer

noncomputable section

/-- Lower adiabatic surface of a dimer with stiffness `k`, coupling `g`, hopping `t` and bias `e`. -/
def surface (k g t e x : ℝ) : ℝ := k * x ^ 2 / 2 - √(t ^ 2 + (g * x + e) ^ 2)

/-- The distortions at which the slope of the lower adiabatic surface vanishes. -/
def stationaryPoints (k g t e : ℝ) : Set ℝ := {x | HasDerivAt (surface k g t e) 0 x}

/-- The bias expressed through the site-energy variable `u = g x + e` of a stationary point. -/
def biasAt (L t u : ℝ) : ℝ := u - L * u / √(t ^ 2 + u ^ 2)

/-- The critical bias `(L^(2/3) - t^(2/3))^(3/2)`. -/
def cuspBias (L t : ℝ) : ℝ := (L ^ (2 / 3 : ℝ) - t ^ (2 / 3 : ℝ)) ^ (3 / 2 : ℝ)

/-- Slope of the half-gap `√(t² + (g x + e)²)` with respect to the distortion. -/
theorem hasDerivAt_gap {t : ℝ} (ht : 0 < t) (g e x : ℝ) :
    HasDerivAt (fun y => √(t ^ 2 + (g * y + e) ^ 2))
      (g * (g * x + e) / √(t ^ 2 + (g * x + e) ^ 2)) x := by
  have hlin : HasDerivAt (fun y => g * y + e) g x := by
    simpa using ((hasDerivAt_id' x).const_mul g).add_const e
  have hsq : HasDerivAt (fun y => t ^ 2 + (g * y + e) ^ 2) (2 * (g * x + e) * g) x :=
    ((hlin.fun_pow 2).const_add (t ^ 2)).congr_deriv (by norm_num)
  have hne : t ^ 2 + (g * x + e) ^ 2 ≠ 0 := by positivity
  exact (hsq.sqrt hne).congr_deriv (by ring)

/-- A distortion is stationary exactly when its site-energy variable reproduces the bias. -/
theorem stationary_iff {k g t : ℝ} (hk : 0 < k) (hg : 0 < g) (ht : 0 < t) (e x : ℝ) :
    x ∈ stationaryPoints k g t e ↔ biasAt (g ^ 2 / k) t (g * x + e) = e := by
  have hq : HasDerivAt (fun y : ℝ => k * y ^ 2 / 2) (k * x) x :=
    (((hasDerivAt_pow 2 x).const_mul k).div_const 2).congr_deriv (by
      rw [show 2 - 1 = 1 from rfl]; push_cast; ring)
  have hd : HasDerivAt (surface k g t e)
      (k * x - g * (g * x + e) / √(t ^ 2 + (g * x + e) ^ 2)) x :=
    hq.fun_sub (hasDerivAt_gap ht g e x)
  have hkx : g / k * (k * x) = g * x := by field_simp
  have key : biasAt (g ^ 2 / k) t (g * x + e) - e =
      g / k * (k * x - g * (g * x + e) / √(t ^ 2 + (g * x + e) ^ 2)) := by
    unfold biasAt
    linear_combination -hkx
  constructor
  · intro h
    have h0 := HasDerivAt.unique h hd
    rw [← h0, mul_zero] at key
    linarith
  · intro h
    rw [h, sub_self] at key
    have h0 := (mul_eq_zero.1 key.symm).resolve_left (div_pos hg hk).ne'
    exact hd.congr_deriv h0

/-- Stationary distortions are as many as the solutions of the reduced bias equation. -/
theorem stationary_ncard {k g t : ℝ} (hk : 0 < k) (hg : 0 < g) (ht : 0 < t) (e : ℝ) :
    (stationaryPoints k g t e).ncard = {u | biasAt (g ^ 2 / k) t u = e}.ncard := by
  have hinj : Function.Injective (fun x : ℝ => g * x + e) := fun x y h =>
    mul_left_cancel₀ hg.ne' (add_right_cancel h)
  rw [← Set.ncard_image_of_injective (stationaryPoints k g t e) hinj]
  congr 1
  ext u
  constructor
  · rintro ⟨x, hx, rfl⟩
    exact (stationary_iff hk hg ht e x).1 hx
  · intro hu
    have h1 : g * ((u - e) / g) = u - e := by field_simp
    have h2 : g * ((u - e) / g) + e = u := by linarith
    refine ⟨(u - e) / g, (stationary_iff hk hg ht e _).2 ?_, h2⟩
    rw [h2]
    exact hu

/-- Slope of the reduced bias function. -/
theorem hasDerivAt_biasAt {t : ℝ} (ht : 0 < t) (L u : ℝ) :
    HasDerivAt (biasAt L t) (1 - L * t ^ 2 / √(t ^ 2 + u ^ 2) ^ 3) u := by
  have h2 : HasDerivAt (fun v => √(t ^ 2 + v ^ 2)) (u / √(t ^ 2 + u ^ 2)) u := by
    simpa using hasDerivAt_gap ht 1 0 u
  have hs : 0 < √(t ^ 2 + u ^ 2) := Real.sqrt_pos.2 (by positivity)
  have hss : √(t ^ 2 + u ^ 2) ^ 2 = t ^ 2 + u ^ 2 := Real.sq_sqrt (by positivity)
  refine ((hasDerivAt_id' u).fun_sub
    (((hasDerivAt_id' u).const_mul L).fun_div h2 hs.ne')).congr_deriv ?_
  generalize √(t ^ 2 + u ^ 2) = s at hs hss ⊢
  have h3 : t ^ 2 = s ^ 2 - u ^ 2 := by linarith
  have hs' := hs.ne'
  rw [h3]
  field_simp

/-- Reversing the bias leaves the number of solutions unchanged. -/
theorem count_neg (L t e : ℝ) :
    {u | biasAt L t u = -e}.ncard = {u | biasAt L t u = e}.ncard := by
  have hodd : ∀ u, biasAt L t (-u) = -biasAt L t u := fun u => by
    unfold biasAt
    rw [neg_sq]
    ring
  rw [← Set.ncard_image_of_injective {u | biasAt L t u = e} (neg_injective (G := ℝ))]
  congr 1
  ext u
  constructor
  · intro h
    have h' : biasAt L t u = -e := h
    exact ⟨-u, by change biasAt L t (-u) = e; rw [hodd, h', neg_neg], neg_neg u⟩
  · rintro ⟨v, hv, rfl⟩
    have hv' : biasAt L t v = e := hv
    change biasAt L t (-v) = -e
    rw [hodd, hv']

/-- For `L > t` the bias equation has three solutions when the bias is smaller in magnitude than the
critical bias, two when it equals the critical bias, and at most two from there upwards. -/
theorem fold_count {L t : ℝ} (ht : 0 < t) (hL : t < L) (e : ℝ) :
    (|e| < cuspBias L t → {u | biasAt L t u = e}.ncard = 3) ∧
    (e = cuspBias L t → {u | biasAt L t u = e}.ncard = 2) ∧
    (cuspBias L t ≤ e → {u | biasAt L t u = e}.ncard ≤ 2) := by
  have hL0 : 0 < L := ht.trans hL
  -- cube roots turn the fold condition into polynomial identities
  have cube : ∀ y : ℝ, 0 < y → (y ^ (1 / 3 : ℝ)) ^ 3 = y := fun y hy => by
    rw [← Real.rpow_natCast, ← Real.rpow_mul hy.le]; norm_num
  have square : ∀ y : ℝ, 0 < y → y ^ (2 / 3 : ℝ) = (y ^ (1 / 3 : ℝ)) ^ 2 := fun y hy => by
    rw [← Real.rpow_natCast, ← Real.rpow_mul hy.le]; norm_num
  have hab := Real.rpow_lt_rpow ht.le hL (by norm_num : (0 : ℝ) < 1 / 3)
  have ha := Real.rpow_pos_of_pos hL0 (1 / 3)
  have hb := Real.rpow_pos_of_pos ht (1 / 3)
  have hLa := cube L hL0
  have htb := cube t ht
  unfold cuspBias
  rw [square L hL0, square t ht]
  generalize L ^ (1 / 3 : ℝ) = a at *
  generalize t ^ (1 / 3 : ℝ) = b at *
  have hd : 0 < a ^ 2 - b ^ 2 := by nlinarith
  obtain ⟨w, hw, hww⟩ : ∃ w : ℝ, 0 < w ∧ w ^ 2 = a ^ 2 - b ^ 2 :=
    ⟨√(a ^ 2 - b ^ 2), Real.sqrt_pos.2 hd, Real.sq_sqrt hd.le⟩
  have hcusp : (a ^ 2 - b ^ 2) ^ (3 / 2 : ℝ) = w ^ 3 := by
    rw [← hww, ← Real.rpow_natCast w 2, ← Real.rpow_mul hw.le, ← Real.rpow_natCast w 3]
    norm_num
  rw [hcusp]
  obtain ⟨c, hc⟩ : ∃ c, c = b ^ 2 * w := ⟨_, rfl⟩
  have hc0 : 0 < c := by rw [hc]; positivity
  have hab0 : 0 < a * b ^ 2 := by positivity
  have hs : (a * b ^ 2) ^ 2 = t ^ 2 + c ^ 2 := by
    rw [hc, ← htb]; linear_combination -b ^ 4 * hww
  have hcube : L * t ^ 2 = (a * b ^ 2) ^ 3 := by rw [← hLa, ← htb]; ring
  have hFc : biasAt L t c = -w ^ 3 := by
    unfold biasAt
    rw [← hs, Real.sqrt_sq hab0.le, ← hLa, hc]
    have : a ^ 3 * (b ^ 2 * w) / (a * b ^ 2) = a ^ 2 * w := by field_simp
    rw [this]; linear_combination w * hww
  have hFn : biasAt L t (-c) = w ^ 3 := by
    have : biasAt L t (-c) = -biasAt L t c := by unfold biasAt; rw [neg_sq]; ring
    rw [this, hFc, neg_neg]
  have hcont : Continuous (biasAt L t) :=
    continuous_iff_continuousAt.2 fun u => (hasDerivAt_biasAt ht L u).continuousAt
  -- the slope is positive outside the folds and negative between them
  have hpos : ∀ u, c ^ 2 < u ^ 2 → 0 < deriv (biasAt L t) u := fun u hu => by
    have h1 : a * b ^ 2 < √(t ^ 2 + u ^ 2) := (Real.lt_sqrt hab0.le).2 (by linarith)
    rw [(hasDerivAt_biasAt ht L u).deriv, hcube, sub_pos,
      div_lt_one (pow_pos (hab0.trans h1) 3)]
    exact pow_lt_pow_left₀ h1 hab0.le (by norm_num)
  have hneg : ∀ u, u ^ 2 < c ^ 2 → deriv (biasAt L t) u < 0 := fun u hu => by
    have h0 : 0 < √(t ^ 2 + u ^ 2) := Real.sqrt_pos.2 (by positivity)
    have h1 : √(t ^ 2 + u ^ 2) < a * b ^ 2 := (Real.sqrt_lt' hab0).2 (by linarith)
    rw [(hasDerivAt_biasAt ht L u).deriv, hcube, sub_neg, one_lt_div (pow_pos h0 3)]
    exact pow_lt_pow_left₀ h1 h0.le (by norm_num)
  have m1 : StrictMonoOn (biasAt L t) (Iic (-c)) :=
    strictMonoOn_of_deriv_pos (convex_Iic _) hcont.continuousOn fun u hu => by
      rw [interior_Iic, mem_Iio] at hu
      exact hpos u (by nlinarith)
  have m2 : StrictAntiOn (biasAt L t) (Icc (-c) c) :=
    strictAntiOn_of_deriv_neg (convex_Icc _ _) hcont.continuousOn fun u hu => by
      rw [interior_Icc, mem_Ioo] at hu
      exact hneg u (by nlinarith [hu.1, hu.2])
  have m3 : StrictMonoOn (biasAt L t) (Ici c) :=
    strictMonoOn_of_deriv_pos (convex_Ici _) hcont.continuousOn fun u hu => by
      rw [interior_Ici, mem_Ioi] at hu
      exact hpos u (by nlinarith)
  -- the outer branch reaches every bias above the lower fold value
  have right : ∀ f, -w ^ 3 ≤ f → ∃ u, c ≤ u ∧ biasAt L t u = f := fun f hf => by
    have hM : 0 < c + |f| + L := by positivity
    have h1 : c + |f| + L ≤ √(t ^ 2 + (c + |f| + L) ^ 2) :=
      (Real.le_sqrt' hM).2 (by nlinarith [sq_nonneg t])
    have h2 : L * (c + |f| + L) / √(t ^ 2 + (c + |f| + L) ^ 2) ≤ L :=
      (div_le_iff₀ (hM.trans_le h1)).2 (mul_le_mul_of_nonneg_left h1 hL0.le)
    have h3 : f ≤ biasAt L t (c + |f| + L) := by
      unfold biasAt; linarith [le_abs_self f]
    obtain ⟨u, hu, hfu⟩ := intermediate_value_Icc
      (by linarith [abs_nonneg f] : c ≤ c + |f| + L) hcont.continuousOn
      ⟨by rw [hFc]; exact hf, h3⟩
    exact ⟨u, hu.1, hfu⟩
  have sub : ∀ z, c ≤ z → biasAt L t z = e → w ^ 3 ≤ e →
      {u | biasAt L t u = e} ⊆ {-c, z} := fun z hz hze he u hu => by
    have hu' : biasAt L t u = e := hu
    rcases le_total c u with h | h
    · exact Or.inr (m3.injOn h hz (hu'.trans hze.symm))
    · left
      rcases lt_trichotomy u (-c) with h' | h' | h'
      · have := m1 h'.le (le_refl (-c)) h'
        linarith
      · exact h'
      · have := m2 ⟨le_refl _, by linarith⟩ ⟨h'.le, h⟩ h'
        linarith
  have hw3 : 0 < w ^ 3 := pow_pos hw 3
  refine ⟨fun he => ?_, fun he => ?_, fun he => ?_⟩
  · obtain ⟨he1, he2⟩ := abs_lt.1 he
    obtain ⟨z, hz, hze⟩ := right e he1.le
    obtain ⟨v, hv, hve⟩ := right (-e) (by linarith)
    obtain ⟨y, hy, hye⟩ := intermediate_value_Icc' (by linarith : -c ≤ c)
      hcont.continuousOn (show e ∈ Icc (biasAt L t c) (biasAt L t (-c)) from
        ⟨by rw [hFc]; exact he1.le, by rw [hFn]; exact he2.le⟩)
    have hxe : biasAt L t (-v) = e := by
      have : biasAt L t (-v) = -biasAt L t v := by unfold biasAt; rw [neg_sq]; ring
      rw [this, hve, neg_neg]
    have hyl : -c < y := lt_of_le_of_ne hy.1 fun h => by rw [← h, hFn] at hye; linarith
    have hyr : y < c := lt_of_le_of_ne hy.2 fun h => by rw [h, hFc] at hye; linarith
    refine Set.ncard_eq_three.2 ⟨-v, y, z, by linarith |> ne_of_lt,
      by linarith |> ne_of_lt, by linarith |> ne_of_lt, ?_⟩
    ext u
    constructor
    · intro hu
      have hu' : biasAt L t u = e := hu
      rcases le_total u (-c) with h | h
      · exact Or.inl (m1.injOn h (neg_le_neg hv) (hu'.trans hxe.symm))
      · rcases le_total u c with h' | h'
        · exact Or.inr (Or.inl (m2.injOn ⟨h, h'⟩ hy (hu'.trans hye.symm)))
        · exact Or.inr (Or.inr (m3.injOn h' hz (hu'.trans hze.symm)))
    · rintro (rfl | rfl | rfl)
      exacts [hxe, hye, hze]
  · obtain ⟨z, hz, hze⟩ := right e (by linarith)
    have hset : {u | biasAt L t u = e} = {-c, z} := by
      refine Subset.antisymm (sub z hz hze he.ge) ?_
      rintro u (rfl | rfl)
      exacts [hFn.trans he.symm, hze]
    rw [hset]
    exact Set.ncard_pair (ne_of_lt (by linarith))
  · obtain ⟨z, hz, hze⟩ := right e (by linarith)
    calc _ ≤ ({-c, z} : Set ℝ).ncard := Set.ncard_le_ncard (sub z hz hze he) (Set.toFinite _)
      _ ≤ ({z} : Set ℝ).ncard + 1 := Set.ncard_insert_le _ _
      _ = 2 := by rw [Set.ncard_singleton]

/-- For `L ≤ t` the reduced bias function is strictly increasing. -/
theorem biasAt_strictMono {L t : ℝ} (ht : 0 < t) (hL : L ≤ t) : StrictMono (biasAt L t) := by
  have hcont : Continuous (biasAt L t) :=
    continuous_iff_continuousAt.2 fun u => (hasDerivAt_biasAt ht L u).continuousAt
  have hpos : ∀ u, u ≠ 0 → 0 < deriv (biasAt L t) u := fun u hu => by
    have hu2 : 0 < u ^ 2 := by positivity
    have h1 : t < √(t ^ 2 + u ^ 2) := (Real.lt_sqrt ht.le).2 (by linarith)
    rw [(hasDerivAt_biasAt ht L u).deriv, sub_pos, div_lt_one (pow_pos (ht.trans h1) 3)]
    calc L * t ^ 2 ≤ t * t ^ 2 := mul_le_mul_of_nonneg_right hL (sq_nonneg t)
      _ = t ^ 3 := by ring
      _ < _ := pow_lt_pow_left₀ h1 ht.le (by norm_num)
  refine StrictMonoOn.Iic_union_Ici (a := 0)
    (strictMonoOn_of_deriv_pos (convex_Iic _) hcont.continuousOn fun u hu => ?_)
    (strictMonoOn_of_deriv_pos (convex_Ici _) hcont.continuousOn fun u hu => ?_)
  · rw [interior_Iic, mem_Iio] at hu
    exact hpos u hu.ne
  · rw [interior_Ici, mem_Ioi] at hu
    exact hpos u hu.ne'

/-- The lower surface of the biased dimer has exactly three stationary points if and only if
`L = g²/k` exceeds the hopping and the bias is smaller in magnitude than the critical bias. -/
theorem three_stationary_iff {k g t : ℝ} (hk : 0 < k) (hg : 0 < g) (ht : 0 < t) (e : ℝ) :
    (stationaryPoints k g t e).ncard = 3 ↔
      t < g ^ 2 / k ∧ |e| < (((g ^ 2 / k) ^ (2 / 3 : ℝ) - t ^ (2 / 3 : ℝ)) ^ (3 / 2 : ℝ)) := by
  rw [stationary_ncard hk hg ht]
  constructor
  · intro h
    have hL : t < g ^ 2 / k := by
      by_contra hn
      obtain ⟨x, y, z, hxy, -, -, hS⟩ := Set.ncard_eq_three.1 h
      have hx : x ∈ {u | biasAt (g ^ 2 / k) t u = e} := by rw [hS]; simp
      have hy : y ∈ {u | biasAt (g ^ 2 / k) t u = e} := by rw [hS]; simp
      exact hxy ((biasAt_strictMono ht (not_lt.1 hn)).injective (Eq.trans hx (Eq.symm hy)))
    refine ⟨hL, ?_⟩
    by_contra hn
    rcases le_abs.1 (not_lt.1 hn) with h' | h'
    · have := (fold_count ht hL e).2.2 h'
      omega
    · have := (fold_count ht hL (-e)).2.2 h'
      rw [count_neg] at this
      omega
  · rintro ⟨hL, he⟩
    exact (fold_count ht hL e).1 he

/-- For `g²/k > t` and a bias equal in magnitude to the critical bias, the lower surface has
exactly two stationary points. -/
theorem two_stationary_on_cusp {k g t e : ℝ} (hk : 0 < k) (hg : 0 < g) (ht : 0 < t)
    (hL : t < g ^ 2 / k) (he : |e| = cuspBias (g ^ 2 / k) t) :
    (stationaryPoints k g t e).ncard = 2 := by
  rw [stationary_ncard hk hg ht]
  rcases abs_choice e with h | h
  · exact (fold_count ht hL e).2.1 (h.symm.trans he)
  · rw [← count_neg]
    exact (fold_count ht hL (-e)).2.1 (h.symm.trans he)

end

end BiasedAdiabaticDimer
```

```lean
#print axioms BiasedAdiabaticDimer.three_stationary_iff
-- 'BiasedAdiabaticDimer.three_stationary_iff' depends on axioms: [propext, Classical.choice, Quot.sound]
#print axioms BiasedAdiabaticDimer.two_stationary_on_cusp
-- 'BiasedAdiabaticDimer.two_stationary_on_cusp' depends on axioms: [propext, Classical.choice, Quot.sound]
```

### What the two final theorems say

`surface k g t e` is $V$, and `stationaryPoints k g t e` is the set of real $x$ at which it has derivative zero. `biasAt L t` is $F$, and `cuspBias L t` is the critical bias.

`three_stationary_iff` states the equivalence for positive $k,g,t$ and every real $e$. The count is `ncard`, which assigns $0$ to infinite sets, so the value 3 really means three points. `two_stationary_on_cusp` says that for $L>t$ and $|e|$ equal to the critical bias there are exactly two.

The convention matters when comparing formulas: the site energies differ by $2(gx+e)$, and $L$ is half the vertical reorganisation energy. The distortion is a single classical coordinate, without nuclear kinetic energy, and there is one electron. Within that one-mode model, the result marks where a mixed-valence dimer can have competing localised configurations.

### How the proof follows the calculation

`hasDerivAt_gap` differentiates the square root. `stationary_iff` proves the identity $F(u)-e=(g/k)V'(x)$ as `key`, and `stationary_ncard` transfers the count through the injective map $x\mapsto gx+e$. `hasDerivAt_biasAt` supplies $F'$, and `count_neg` uses oddness to exchange $e$ and $-e$.

`fold_count` treats $L>t$. It replaces the real powers by $a$, $b$ and $w$, after which the fold values are polynomial identities. The signs of $F'$ give the monotone branches `m1`, `m2` and `m3`. The step `right` applies the intermediate value theorem between $c$ and $c+|f|+L$ to reach any value $f\ge-w^3$; reflection gives the left solution. For $e\ge w^3$, `sub` confines all solutions to $-c$ and one outer point $z$, hence at most two.

`biasAt_strictMono` handles $L\le t$, joining the half-lines at $0$ because the slope vanishes there when $L=t$. The final theorems combine these cases.

### Which stationary points are minima

The same calculation gives a neighbouring result, which I leave as a pencil-and-paper addition to the file: $V''(x)=kF'(u)$. Inside the cusp region the two outer stationary points are therefore minima and the middle one is a maximum, which is the bistability you had in mind.
